# The grand potential of n fixed fermion levels lies within nT log 2 of its zero-temperature value

## How much does a finite temperature shift the grand potential?

I have a metallic system in which some one-electron levels sit very close to the chemical potential. With sharp occupations, a small change in geometry can push a level across $\mu$ and its occupation jumps from one to zero. I therefore fill the levels with a Fermi-Dirac distribution at a temperature $T$, which smooths the jump but also shifts the grand potential away from its zero-temperature value.

For independent fermions in levels $e_1,\dots,e_n$ the two quantities are

$$A(T) = -T\sum_i \log\!\left(1+e^{-(e_i-\mu)/T}\right), \qquad A_0=\sum_i \min(e_i-\mu,\,0),$$

with $T$ measured in energy units. I believe that $A(T)$ is always below $A_0$, by no more than $nT\log 2$, so that the shift disappears as $T\to 0$. I would like to see this made rigorous, with a proof that a machine has checked. I would also like to know when the bound is reached, and how much better things are when no level is near $\mu$.

## The shift is T times a sum of one positive term per level

Your claim is right for $n\ge 1$. The shift can be written exactly, and the answers to your other two questions follow from the same formula.

**One level.** Let $x=e-\mu$ be the signed distance of a level from the chemical potential, and define its smearing term

$$s(x,T)=\log\!\left(1+e^{-|x|/T}\right).$$

The level contributes $-T\log(1+e^{-x/T})$ to $A(T)$. If $x\ge 0$, then $|x|=x$ and $\min(x,0)=0$, so the contribution is $0-T\,s(x,T)$. If $x\le 0$, the exponential is at least one, and we take it out of the logarithm:

$$1+e^{-x/T}=e^{-x/T}\left(1+e^{x/T}\right),\qquad \log\!\left(1+e^{-x/T}\right)=-\frac{x}{T}+\log\!\left(1+e^{-|x|/T}\right).$$

Multiplying by $-T$ gives $x-T\,s(x,T)$, and here $x=\min(x,0)$. In both cases

$$-T\log\!\left(1+e^{-x/T}\right)=\min(x,0)-T\,s(x,T).$$

**All levels.** Summing over $i$ with $x_i=e_i-\mu$ gives the exact shift

$$A_0-A(T)=T\sum_i s(x_i,T).$$

**The bounds.** Since $0<e^{-|x|/T}\le 1$, every smearing term satisfies $0<s(x,T)\le\log 2$. With at least one level the sum is positive and at most $n\log 2$, hence

$$A_0-nT\log 2\le A(T)<A_0 .$$

**When the lower bound is reached.** The exponential $e^{-|x|/T}$ equals one only at $x=0$, so $s(x,T)=\log 2$ exactly for a level at $\mu$. A sum of $n$ terms, each at most $\log 2$, equals $n\log 2$ only if every term equals $\log 2$. The lower bound is therefore an equality exactly when all levels lie at the chemical potential.

**Levels that stay away from $\mu$.** Suppose $|x_i|\ge g$ for all $i$. From $\log(1+y)\le y$ we get $s(x_i,T)\le e^{-|x_i|/T}\le e^{-g/T}$, and so

$$A_0-A(T)\le nT\,e^{-g/T}.$$

For a fixed $g>0$ the shift is exponentially small at low temperature.

**The limit.** Divide the exact shift by $T$ and let $T$ decrease to zero. A level at $\mu$ contributes $\log 2$ at every temperature. For any other level $-|x_i|/T\to-\infty$, so its term tends to $\log 1=0$. If $n_0$ is the number of levels at $\mu$, then

$$\frac{A_0-A(T)}{T}\to n_0\log 2 .$$

Multiplying by $T\to 0$ gives $A(T)\to A_0$.

## Three levels worked by hand

Take $x=-0.2,\ 0,\ 0.1$ and $T=0.1$, all in the same energy unit. Then $A_0=-0.2$, and the smearing terms are

$$\log(1+e^{-2})\approx 0.1269,\qquad \log 2\approx 0.6931,\qquad \log(1+e^{-1})\approx 0.3133 .$$

Their sum is about $1.1333$, so the shift is $0.1133$ and $A(T)\approx-0.3133$. This lies between the lower bound $-0.2-0.3\log 2\approx-0.4079$ and $A_0=-0.2$.

At $T=0.01$ the sum of the smearing terms has fallen to about $0.6932$. It is already close to $\log 2$, as expected with one level at $\mu$.

## What the Lean theorems say

The levels are a function `e : ι → ℝ` on a finite index type `ι`, and `Fintype.card ι` is the number $n$. The levels need not be ordered, and a degenerate level appears once for each state. Each index stands for one state that holds at most one fermion, so a spatial orbital with two spin states counts as two indices.

`grandPotential e μ T` is $A(T)$, `groundPotential e μ` is $A_0$, and `smearingTerm x T` is $s(x,T)$. Boltzmann's constant is absorbed into $T$.

The theorems correspond to the derivation as follows.

- `smearing_error_eq` is the exact formula for $A_0-A(T)$ at $T>0$.
- `grandPotential_bounds` is the two-sided bound you asked for. The assumption `[Nonempty ι]` is the condition $n\ge 1$; with no levels both potentials are zero and the strict inequality fails.
- `lower_bound_attained_iff` says that, at a given $T>0$, the lower bound is an equality if and only if `e i = μ` for every `i`.
- `smearing_error_le_of_gap` is the exponential bound. Its hypothesis `hg` says that every level is at least `g` from the chemical potential, which for positive `g` describes a system with a gap around $\mu$. The theorem accepts any real `g`, but the bound is only useful when `g` is positive and not small compared with $T$.
- `smearing_error_div_tendsto` gives the limit of the shift divided by $T$. The filter `𝓝[>] 0` means that $T$ approaches zero through positive values, and the filtered set `Finset.univ.filter (fun i => e i = μ)` collects the levels at $\mu$.
- `grandPotential_tendsto` is the zero-temperature limit $A(T)\to A_0$.

For electronic structure with Fermi-Dirac smearing, this bounds the shift in the grand potential of a finite set of non-interacting levels with $e_i$ and $\mu$ held fixed. In a self-consistent calculation the levels themselves respond to the occupations, and at fixed electron number $\mu$ generally moves with $T$; neither effect is included. The sums carry no $k$-point weights, and $n$ stays fixed as $T$ falls, so the limit of a continuous band is not treated. The theorems also concern the grand potential, not the internal energy, and only the Fermi-Dirac form of smearing.

```lean
import Mathlib

open Filter Topology

namespace GrandPotentialSmearing

noncomputable section

variable {ι : Type*} [Fintype ι]

/-- Grand potential of independent fermions in the levels `e i` at chemical potential `μ`
and temperature `T` (in energy units). -/
def grandPotential (e : ι → ℝ) (μ T : ℝ) : ℝ :=
  -T * ∑ i, Real.log (1 + Real.exp (-(e i - μ) / T))

/-- Zero-temperature grand potential: every level below `μ` is filled, all others are empty. -/
def groundPotential (e : ι → ℝ) (μ : ℝ) : ℝ :=
  ∑ i, min (e i - μ) 0

/-- Smearing term of one level at signed distance `x` from the chemical potential. -/
def smearingTerm (x T : ℝ) : ℝ :=
  Real.log (1 + Real.exp (-|x| / T))

/-- The grand potential of one level is its zero-temperature value minus `T` times its
smearing term. -/
theorem level_potential_eq (x : ℝ) {T : ℝ} (hT : 0 < T) :
    -T * Real.log (1 + Real.exp (-x / T)) = min x 0 - T * smearingTerm x T := by
  unfold smearingTerm
  rcases le_total 0 x with h | h
  · rw [min_eq_right h, abs_of_nonneg h]
    ring
  · rw [min_eq_left h, abs_of_nonpos h]
    -- for a level at or below the chemical potential, pull the exponential out of the logarithm
    have key : 1 + Real.exp (-x / T)
        = Real.exp (-x / T) * (1 + Real.exp (-(-x) / T)) := by
      have h0 : -x / T + -(-x) / T = 0 := by ring
      rw [mul_add, mul_one, ← Real.exp_add, h0, Real.exp_zero]
      exact add_comm _ _
    have hx : T * (x / T) = x := by field_simp
    rw [key, Real.log_mul (Real.exp_pos _).ne' (by positivity), Real.log_exp]
    linear_combination hx

/-- The smearing term of a level is positive. -/
theorem smearingTerm_pos (x T : ℝ) : 0 < smearingTerm x T :=
  Real.log_pos (by linarith [Real.exp_pos (-|x| / T)])

/-- The smearing term is at most `log 2`, and it equals `log 2` exactly for a level at the
chemical potential. -/
theorem smearingTerm_le (x : ℝ) {T : ℝ} (hT : 0 < T) :
    smearingTerm x T ≤ Real.log 2 ∧ (smearingTerm x T = Real.log 2 ↔ x = 0) := by
  have h0 : smearingTerm 0 T = Real.log 2 := by
    unfold smearingTerm
    norm_num
  by_cases hx : x = 0
  · subst hx
    exact ⟨h0.le, by simp [h0]⟩
  · have hneg : -|x| / T < 0 :=
      div_neg_of_neg_of_pos (neg_lt_zero.mpr (abs_pos.mpr hx)) hT
    have hlt : smearingTerm x T < Real.log 2 :=
      Real.log_lt_log (by positivity) (by linarith [Real.exp_lt_one_iff.mpr hneg])
    exact ⟨hlt.le, fun h => absurd h hlt.ne, fun h => absurd h hx⟩

/-- The smearing error of the grand potential is `T` times the sum of the smearing terms. -/
theorem smearing_error_eq (e : ι → ℝ) (μ : ℝ) {T : ℝ} (hT : 0 < T) :
    groundPotential e μ - grandPotential e μ T = T * ∑ i, smearingTerm (e i - μ) T := by
  unfold groundPotential grandPotential
  rw [Finset.mul_sum, Finset.mul_sum, ← Finset.sum_sub_distrib]
  refine Finset.sum_congr rfl fun i _ => ?_
  linear_combination (-1 : ℝ) * level_potential_eq (e i - μ) hT

/-- At positive temperature the grand potential of `n ≥ 1` levels lies strictly below its
zero-temperature value, by at most `n T log 2`. -/
theorem grandPotential_bounds [Nonempty ι] (e : ι → ℝ) (μ : ℝ) {T : ℝ} (hT : 0 < T) :
    groundPotential e μ - Fintype.card ι * T * Real.log 2 ≤ grandPotential e μ T ∧
      grandPotential e μ T < groundPotential e μ := by
  have herr := smearing_error_eq e μ hT
  have hpos : 0 < ∑ i, smearingTerm (e i - μ) T :=
    Finset.sum_pos (fun i _ => smearingTerm_pos _ _) Finset.univ_nonempty
  have hle : ∑ i, smearingTerm (e i - μ) T ≤ Fintype.card ι * Real.log 2 := by
    calc ∑ i, smearingTerm (e i - μ) T ≤ ∑ _i : ι, Real.log 2 :=
          Finset.sum_le_sum fun i _ => (smearingTerm_le _ hT).1
      _ = Fintype.card ι * Real.log 2 := by simp
  have h1 := mul_le_mul_of_nonneg_left hle hT.le
  have h2 := mul_pos hT hpos
  constructor
  · linarith
  · linarith

/-- The lower bound is attained exactly when all levels lie at the chemical potential. -/
theorem lower_bound_attained_iff (e : ι → ℝ) (μ : ℝ) {T : ℝ} (hT : 0 < T) :
    grandPotential e μ T = groundPotential e μ - Fintype.card ι * T * Real.log 2 ↔
      ∀ i, e i = μ := by
  have herr := smearing_error_eq e μ hT
  have hconst : ∑ _i : ι, Real.log 2 = Fintype.card ι * Real.log 2 := by simp
  -- a sum of terms bounded by `log 2` is maximal only if every term is
  have hiff := Finset.sum_eq_sum_iff_of_le (s := (Finset.univ : Finset ι))
    (f := fun i => smearingTerm (e i - μ) T) (g := fun _ => Real.log 2)
    (fun i _ => (smearingTerm_le (e i - μ) hT).1)
  constructor
  · intro h i
    have hsum : ∑ i, smearingTerm (e i - μ) T = ∑ _i : ι, Real.log 2 := by
      rw [hconst]
      apply mul_left_cancel₀ hT.ne'
      linarith
    exact sub_eq_zero.mp ((smearingTerm_le _ hT).2.mp (hiff.mp hsum i (Finset.mem_univ i)))
  · intro h
    have hsum : ∑ i, smearingTerm (e i - μ) T = ∑ _i : ι, Real.log 2 :=
      hiff.mpr fun i _ => (smearingTerm_le _ hT).2.mpr (sub_eq_zero.mpr (h i))
    rw [hsum, hconst] at herr
    linarith

/-- If every level is at least `g` away from the chemical potential, the smearing error is at
most `n T exp(-g/T)`. -/
theorem smearing_error_le_of_gap (e : ι → ℝ) (μ g : ℝ) {T : ℝ} (hT : 0 < T)
    (hg : ∀ i, g ≤ |e i - μ|) :
    groundPotential e μ - grandPotential e μ T ≤
      Fintype.card ι * T * Real.exp (-g / T) := by
  have hterm : ∀ i, smearingTerm (e i - μ) T ≤ Real.exp (-g / T) := by
    intro i
    have h1 : smearingTerm (e i - μ) T ≤ 1 + Real.exp (-|e i - μ| / T) - 1 :=
      Real.log_le_sub_one_of_pos (by positivity)
    have h2 : Real.exp (-|e i - μ| / T) ≤ Real.exp (-g / T) :=
      Real.exp_le_exp.mpr ((div_le_div_iff_of_pos_right hT).mpr (neg_le_neg (hg i)))
    linarith
  have hsum : ∑ i, smearingTerm (e i - μ) T ≤ Fintype.card ι * Real.exp (-g / T) := by
    calc ∑ i, smearingTerm (e i - μ) T ≤ ∑ _i : ι, Real.exp (-g / T) :=
          Finset.sum_le_sum fun i _ => hterm i
      _ = Fintype.card ι * Real.exp (-g / T) := by simp
  have h := mul_le_mul_of_nonneg_left hsum hT.le
  rw [smearing_error_eq e μ hT]
  linarith

/-- As `T` decreases to zero, the smearing error divided by `T` tends to `log 2` times the
number of levels at the chemical potential. -/
theorem smearing_error_div_tendsto (e : ι → ℝ) (μ : ℝ) :
    Tendsto (fun T => (groundPotential e μ - grandPotential e μ T) / T) (𝓝[>] 0)
      (𝓝 ((Finset.univ.filter (fun i => e i = μ)).card * Real.log 2)) := by
  have hterm : ∀ i, Tendsto (fun T => smearingTerm (e i - μ) T) (𝓝[>] 0)
      (𝓝 (if e i = μ then Real.log 2 else 0)) := by
    intro i
    by_cases h : e i = μ
    · rw [if_pos h]
      refine tendsto_const_nhds.congr' ?_
      filter_upwards [self_mem_nhdsWithin] with T hT
      exact ((smearingTerm_le _ hT).2.mpr (sub_eq_zero.mpr h)).symm
    · rw [if_neg h]
      -- away from the chemical potential the Boltzmann factor dies out
      have hneg : -|e i - μ| < 0 := neg_lt_zero.mpr (abs_pos.mpr (sub_ne_zero.mpr h))
      have hexp : Tendsto (fun T : ℝ => Real.exp (-|e i - μ| / T)) (𝓝[>] 0) (𝓝 0) := by
        simp only [div_eq_mul_inv]
        exact Real.tendsto_exp_atBot.comp
          (Tendsto.const_mul_atTop_of_neg hneg tendsto_inv_nhdsGT_zero)
      have hlog := (hexp.const_add 1).log (by norm_num)
      rw [add_zero, Real.log_one] at hlog
      exact hlog
  have hsum := tendsto_finsetSum Finset.univ fun i _ => hterm i
  have hcount : ∑ i, (if e i = μ then Real.log 2 else 0)
      = (Finset.univ.filter (fun i => e i = μ)).card * Real.log 2 := by
    rw [← Finset.sum_filter, Finset.sum_const, nsmul_eq_mul]
  rw [hcount] at hsum
  refine hsum.congr' ?_
  filter_upwards [self_mem_nhdsWithin] with T hT
  have hT' : 0 < T := hT
  rw [smearing_error_eq e μ hT', mul_div_cancel_left₀ _ hT'.ne']

/-- The grand potential tends to its zero-temperature value as `T` decreases to zero. -/
theorem grandPotential_tendsto (e : ι → ℝ) (μ : ℝ) :
    Tendsto (fun T => grandPotential e μ T) (𝓝[>] 0) (𝓝 (groundPotential e μ)) := by
  have hid : Tendsto (fun T : ℝ => T) (𝓝[>] 0) (𝓝 0) :=
    tendsto_id.mono_left nhdsWithin_le_nhds
  have h := ((smearing_error_div_tendsto e μ).mul hid).const_sub (groundPotential e μ)
  rw [mul_zero, sub_zero] at h
  refine h.congr' ?_
  filter_upwards [self_mem_nhdsWithin] with T hT
  have hT' : 0 < T := hT
  rw [div_mul_cancel₀ _ hT'.ne']
  ring

end

end GrandPotentialSmearing
```

```lean
#print axioms GrandPotentialSmearing.grandPotential_bounds
-- 'GrandPotentialSmearing.grandPotential_bounds' depends on axioms: [propext, Classical.choice, Quot.sound]
#print axioms GrandPotentialSmearing.lower_bound_attained_iff
-- 'GrandPotentialSmearing.lower_bound_attained_iff' depends on axioms: [propext, Classical.choice, Quot.sound]
#print axioms GrandPotentialSmearing.smearing_error_le_of_gap
-- 'GrandPotentialSmearing.smearing_error_le_of_gap' depends on axioms: [propext, Classical.choice, Quot.sound]
#print axioms GrandPotentialSmearing.grandPotential_tendsto
-- 'GrandPotentialSmearing.grandPotential_tendsto' depends on axioms: [propext, Classical.choice, Quot.sound]
```

## How the proof follows the derivation

`level_potential_eq` is the one-level identity. The command `rcases le_total 0 x` splits into a level at or above the chemical potential ($x\ge0$) and one at or below it ($x\le0$). In the first case both sides agree after simplification. In the second, `key` is the factorisation $1+e^{-x/T}=e^{-x/T}(1+e^{x/T})$. `Real.log_mul` then splits the logarithm of the product, `Real.log_exp` evaluates the first factor, and `hx` supplies $T\cdot(x/T)=x$.

`smearingTerm_pos` holds because the argument of the logarithm exceeds one. `smearingTerm_le` proves the upper bound together with its equality case. It treats $x=0$ and $x\neq0$ separately: at $x=0$ the term is $\log 2$, and otherwise the exponent is negative, so the term is strictly smaller. This gives both the inequality and the equivalence with $x=0$.

`smearing_error_eq` moves the factors of $T$ inside the sums, combines the two sums into one, and applies the one-level identity to each index.

In `grandPotential_bounds`, `hpos` says that the sum of smearing terms is positive, which is where the existence of a level is used. `hle` compares each term with $\log 2$ and obtains $n\log 2$ for the sum. Multiplying both facts by $T>0$ and inserting the exact shift gives the two inequalities.

`lower_bound_attained_iff` relies on `Finset.sum_eq_sum_iff_of_le`: when one list of terms is bounded by another, term by term, the sums agree exactly when all the terms agree. In the forward direction, equality in the bound is turned into equality of the sums by cancelling $T$, and the equality case of `smearingTerm_le` then puts each level at $\mu$. The reverse direction runs the same steps backwards.

`smearing_error_le_of_gap` uses `Real.log_le_sub_one_of_pos`, which is $\log z\le z-1$ for positive $z$. With $z=1+y$ this is the inequality $\log(1+y)\le y$ from above. The monotonicity of the exponential then replaces $|x_i|$ by $g$, and summation gives the factor $n$.

In `smearing_error_div_tendsto`, `hterm` finds the limit of each smearing term. For a level at $\mu$ the term equals $\log 2$ for every positive $T$. For any other level, `hexp` shows that the exponential tends to zero, and the continuity of the logarithm at one finishes the case. `tendsto_finsetSum` adds the finitely many limits, and `hcount` recognises the result as the number of levels at $\mu$ times $\log 2$. The last lines identify the sum of smearing terms with the shift divided by $T$, which is valid for positive $T$ and therefore sufficient for the one-sided limit.

`grandPotential_tendsto` multiplies this limit by $T\to0$ and subtracts the product from $A_0$. The two-sided bound would also give the limit, by squeezing $A(T)$ between $A_0-nT\log 2$ and $A_0$; the file takes the route through the linear coefficient, which covers an empty set of levels without a separate case.
